# When two basis functions merge along a differentiable curve with independent tangent, the lowest Ritz value of a bounded symmetric H converges

Take basis vectors a = (1, 0) and b = (1, t) in ℂ², and let H exchange the two components. As t → 0 the vectors merge, and their overlap matrix, with rows (1, 1) and (1, 1 + t²), becomes singular. Yet for every t ≠ 0 they span the same space as (1, 0) and

(b − a)/t = (0, 1),

so the lowest Ritz value stays at −1. At t = 0 only (1, 0) is left, with energy 0.

In electronic structure, two basis functions merge in this way when they differ only by a small change of exponent or of centre. Let H be bounded and symmetric, and let the second function approach the first differentiably, with a derivative linearly independent of the first function. Then the lowest overlap eigenvalue tends to zero, but the lowest Ritz value converges to that on the span of the function and its derivative. The counter-examples and numerical values below are ordinary calculations without a formal proof.

## Two functions in a complex inner-product space

The space V may have any dimension and need not be complete. Inner products are conjugate-linear in the first slot, and the basis functions need not be normalised.

```lean
import Mathlib

open Filter Topology Matrix
open scoped InnerProductSpace

namespace NearLinearDependence

noncomputable section

variable {V : Type*} [NormedAddCommGroup V] [InnerProductSpace ℂ V]

/-- The overlap (Gram) matrix of two basis functions. -/
def overlap (a b : V) : Matrix (Fin 2) (Fin 2) ℂ :=
  !![⟪a, a⟫_ℂ, ⟪a, b⟫_ℂ; ⟪b, a⟫_ℂ, ⟪b, b⟫_ℂ]

/-- The real eigenvalues of the overlap matrix. -/
def gramEigenvalues (a b : V) : Set ℝ :=
  {μ | ∃ c : Fin 2 → ℂ, c ≠ 0 ∧ overlap a b *ᵥ c = (μ : ℂ) • c}

/-- The lowest eigenvalue of the overlap matrix. -/
def lowestGram (a b : V) : ℝ := sInf (gramEigenvalues a b)
```

A Ritz value is a real E for which some nonzero x in the trial space W has a residual Hx − Ex orthogonal to W. In a basis this is the generalised eigenvalue problem Hc = ESc, where H stands for the matrix of the operator between the basis functions and S for their overlap matrix.

```lean
/-- The real Ritz values of `H` on a trial space `W`: energies `E` for which some nonzero
`x` in `W` has a residual `H x - E x` orthogonal to `W`. -/
def ritzValues (H : V →L[ℂ] V) (W : Submodule ℂ V) : Set ℝ :=
  {E | ∃ x ∈ W, x ≠ 0 ∧ ∀ y ∈ W, ⟪y, H x - (E : ℂ) • x⟫_ℂ = 0}

/-- The lowest Ritz value, for symmetric `H` and a nonzero finite-dimensional trial space. -/
def lowestRitz (H : V →L[ℂ] V) (W : Submodule ℂ V) : ℝ := sInf (ritzValues H W)
```

Another model would define the lowest Ritz value as the minimum of Re⟨x, Hx⟩/‖x‖² over W. The limit would then need no symmetry of H, but the link to the eigenvalue problem would remain to be shown.

The overlap eigenvalues μ solve

(‖a‖² − μ)(‖b‖² − μ) = |⟨a, b⟩|².

With R = √((‖a‖² − ‖b‖²)² + 4|⟨a, b⟩|²), the lower root is

μ₋ = (‖a‖² + ‖b‖² − R)/2.

Cauchy–Schwarz gives R ≤ ‖a‖² + ‖b‖², so μ₋ ≥ 0. Also R ≥ 2|⟨a, b⟩| ≥ 2 Re⟨a, b⟩, hence

μ₋ ≤ (‖a‖² + ‖b‖² − 2 Re⟨a, b⟩)/2 = ‖a − b‖²/2.

`gram_isLeast` obtains the characteristic equation from a vanishing determinant and shows that μ₋ is the least solution; `lowestGram_bounds` proves the two inequalities.

```lean
/-- The overlap of a vector with itself is its squared norm. -/
lemma inner_self_real (x : V) : ⟪x, x⟫_ℂ = ((‖x‖ ^ 2 : ℝ) : ℂ) :=
  (inner_self_eq_norm_sq_to_K (𝕜 := ℂ) x).trans (Complex.ofReal_pow ‖x‖ 2).symm

/-- The lowest eigenvalue of the overlap matrix in closed form. -/
theorem gram_isLeast (a b : V) : IsLeast (gramEigenvalues a b)
    ((‖a‖ ^ 2 + ‖b‖ ^ 2 - √((‖a‖ ^ 2 - ‖b‖ ^ 2) ^ 2 + 4 * ‖⟪a, b⟫_ℂ‖ ^ 2)) / 2) := by
  -- the characteristic equation
  have char : ∀ μ : ℝ, μ ∈ gramEigenvalues a b ↔
      (‖a‖ ^ 2 - μ) * (‖b‖ ^ 2 - μ) = ‖⟪a, b⟫_ℂ‖ ^ 2 := by
    intro μ
    have h1 : μ ∈ gramEigenvalues a b ↔
        ∃ c : Fin 2 → ℂ, c ≠ 0 ∧ (overlap a b - (μ : ℂ) • 1) *ᵥ c = 0 := by
      simp only [gramEigenvalues, Set.mem_ofPred_eq, Matrix.sub_mulVec, Matrix.smul_mulVec,
        Matrix.one_mulVec, sub_eq_zero]
    have e : overlap a b - (μ : ℂ) • 1 =
        !![⟪a, a⟫_ℂ - μ, ⟪a, b⟫_ℂ; ⟪b, a⟫_ℂ, ⟪b, b⟫_ℂ - μ] := by
      ext i j
      fin_cases i <;> fin_cases j <;> simp [overlap]
    have hs : ⟪a, b⟫_ℂ * ⟪b, a⟫_ℂ = ((‖⟪a, b⟫_ℂ‖ ^ 2 : ℝ) : ℂ) := by
      rw [← inner_conj_symm b a, Complex.mul_conj, Complex.normSq_eq_norm_sq]
    rw [h1, Matrix.exists_mulVec_eq_zero_iff, e, Matrix.det_fin_two_of, hs,
      inner_self_real, inner_self_real, ← Complex.ofReal_sub, ← Complex.ofReal_sub,
      ← Complex.ofReal_mul, ← Complex.ofReal_sub, Complex.ofReal_eq_zero, sub_eq_zero]
  have hr := Real.sq_sqrt (show 0 ≤ (‖a‖ ^ 2 - ‖b‖ ^ 2) ^ 2 + 4 * ‖⟪a, b⟫_ℂ‖ ^ 2 by positivity)
  have h0 := Real.sqrt_nonneg ((‖a‖ ^ 2 - ‖b‖ ^ 2) ^ 2 + 4 * ‖⟪a, b⟫_ℂ‖ ^ 2)
  generalize √((‖a‖ ^ 2 - ‖b‖ ^ 2) ^ 2 + 4 * ‖⟪a, b⟫_ℂ‖ ^ 2) = r at hr h0 ⊢
  refine ⟨(char _).2 (by linear_combination hr / 4), fun μ hμ => ?_⟩
  have h2 : (‖a‖ ^ 2 + ‖b‖ ^ 2 - 2 * μ) ^ 2 = r ^ 2 := by
    linear_combination 4 * (char μ).1 hμ - hr
  have h3 := abs_le_of_sq_le_sq h2.le h0
  linarith [le_abs_self (‖a‖ ^ 2 + ‖b‖ ^ 2 - 2 * μ)]

/-- The lowest overlap eigenvalue is nonnegative and at most half the squared distance
of the two basis functions. -/
theorem lowestGram_bounds (a b : V) :
    0 ≤ lowestGram a b ∧ lowestGram a b ≤ ‖a - b‖ ^ 2 / 2 := by
  rw [lowestGram, (gram_isLeast a b).csInf_eq]
  constructor
  · have h := pow_le_pow_left₀ (norm_nonneg _) (norm_inner_le_norm (𝕜 := ℂ) a b) 2
    have h2 : √((‖a‖ ^ 2 - ‖b‖ ^ 2) ^ 2 + 4 * ‖⟪a, b⟫_ℂ‖ ^ 2) ≤ ‖a‖ ^ 2 + ‖b‖ ^ 2 :=
      Real.sqrt_le_iff.2 ⟨by positivity, by nlinarith⟩
    linarith
  · have h : |2 * ‖⟪a, b⟫_ℂ‖| ≤ √((‖a‖ ^ 2 - ‖b‖ ^ 2) ^ 2 + 4 * ‖⟪a, b⟫_ℂ‖ ^ 2) :=
      Real.abs_le_sqrt (by nlinarith [sq_nonneg (‖a‖ ^ 2 - ‖b‖ ^ 2)])
    rw [norm_sub_sq (𝕜 := ℂ) a b]
    linarith [le_abs_self (2 * ‖⟪a, b⟫_ℂ‖), RCLike.re_le_norm ⟪a, b⟫_ℂ]
```

## H is symmetric and bounded

Symmetry makes energies real and turns a minimum into a Ritz value. Let x minimise the energy on the unit sphere of a nonzero finite-dimensional W, with minimum m. By scaling, ⟨y, Hy⟩ ≥ m‖y‖² for all y in W. For real s, therefore,

0 ≤ ⟨x + sy, H(x + sy)⟩ − m‖x + sy‖²
  = 2s Re⟨y, Hx − mx⟩ + s²(⟨y, Hy⟩ − m‖y‖²).

A nonnegative quadratic without constant term has no linear term, so the real part vanishes; iy in place of y removes the imaginary part. Thus m is a Ritz value. If E is another, with vector z, then testing its residual with z gives ⟨z, Hz⟩ = E‖z‖², so E ≥ m.

In Lean, `energy_add` expands the energy, `stationary` applies the discriminant inequality to the quadratic, and `lowestRitz_spec` supplies the minimiser by compactness.

```lean
lemma norm_unit {F : Type*} [NormedAddCommGroup F] [NormedSpace ℂ F] {y : F} (hy : y ≠ 0) :
    ‖((‖y‖⁻¹ : ℝ) : ℂ) • y‖ = 1 := by
  rw [norm_smul, Complex.norm_real, norm_inv, norm_norm, inv_mul_cancel₀ (norm_ne_zero_iff.2 hy)]

lemma energy_smul (H : V →L[ℂ] V) (r : ℝ) (y : V) :
    (⟪(r : ℂ) • y, H ((r : ℂ) • y)⟫_ℂ).re = r ^ 2 * (⟪y, H y⟫_ℂ).re := by
  simp only [map_smul, inner_smul_left, inner_smul_right, Complex.conj_ofReal,
    Complex.re_ofReal_mul]
  ring

lemma energy_add (T : V →ₗ[ℂ] V) (hT : T.IsSymmetric) (x y : V) (s : ℝ) :
    (⟪x + (s : ℂ) • y, T (x + (s : ℂ) • y)⟫_ℂ).re =
      (⟪x, T x⟫_ℂ).re + 2 * s * (⟪y, T x⟫_ℂ).re + s ^ 2 * (⟪y, T y⟫_ℂ).re := by
  have hs : (⟪x, T y⟫_ℂ).re = (⟪y, T x⟫_ℂ).re := by
    rw [← hT x y, ← inner_conj_symm (T x) y, Complex.conj_re]
  simp only [map_add, map_smul, inner_add_left, inner_add_right, inner_smul_left,
    inner_smul_right, Complex.conj_ofReal, Complex.add_re, Complex.re_ofReal_mul]
  linear_combination s * hs

lemma ritz_energy {H : V →L[ℂ] V} {x : V} {E : ℝ} (h : ⟪x, H x - (E : ℂ) • x⟫_ℂ = 0) :
    (⟪x, H x⟫_ℂ).re = E * ‖x‖ ^ 2 := by
  rw [inner_sub_right, inner_smul_right, inner_self_real, sub_eq_zero] at h
  rw [h, Complex.re_ofReal_mul, Complex.ofReal_re]

/-- A vector of `W` that attains a lower bound `m` of the energy per squared norm on `W` has
a residual orthogonal to `W`, for symmetric `H`. -/
theorem stationary {H : V →L[ℂ] V} (hH : (H : V →ₗ[ℂ] V).IsSymmetric) {W : Submodule ℂ V}
    {m : ℝ} {x : V} (hx : x ∈ W) (hm : ∀ y ∈ W, m * ‖y‖ ^ 2 ≤ (⟪y, H y⟫_ℂ).re)
    (he : (⟪x, H x⟫_ℂ).re = m * ‖x‖ ^ 2) : ∀ y ∈ W, ⟪y, H x - (m : ℂ) • x⟫_ℂ = 0 := by
  have key : ∀ y ∈ W, (⟪y, H x - (m : ℂ) • x⟫_ℂ).re = 0 := by
    intro y hy
    rw [inner_sub_right, inner_smul_right, Complex.sub_re, Complex.re_ofReal_mul]
    -- the energy excess along x + s y is a nonnegative quadratic in s without constant term
    have hq : ∀ s : ℝ, 0 ≤ ((⟪y, H y⟫_ℂ).re - m * ‖y‖ ^ 2) * (s * s) +
        (2 * ((⟪y, H x⟫_ℂ).re - m * (⟪y, x⟫_ℂ).re)) * s + 0 := by
      intro s
      have h1 : (⟪x + (s : ℂ) • y, H (x + (s : ℂ) • y)⟫_ℂ).re =
          (⟪x, H x⟫_ℂ).re + 2 * s * (⟪y, H x⟫_ℂ).re + s ^ 2 * (⟪y, H y⟫_ℂ).re :=
        energy_add (H : V →ₗ[ℂ] V) hH x y s
      have h2 : (⟪x + (s : ℂ) • y, x + (s : ℂ) • y⟫_ℂ).re =
          (⟪x, x⟫_ℂ).re + 2 * s * (⟪y, x⟫_ℂ).re + s ^ 2 * (⟪y, y⟫_ℂ).re :=
        energy_add LinearMap.id (fun _ _ => rfl) x y s
      simp only [inner_self_real, Complex.ofReal_re] at h2
      have h3 := hm _ (W.add_mem hx (W.smul_mem (s : ℂ) hy))
      rw [h1, h2, he] at h3
      linarith
    have hd := discrim_le_zero hq
    rw [discrim] at hd
    nlinarith
  intro y hy
  have h := key (Complex.I • y) (W.smul_mem _ hy)
  rw [inner_smul_left, Complex.conj_I] at h
  have h0 := key y hy
  generalize ⟪y, H x - (m : ℂ) • x⟫_ℂ = g at h h0 ⊢
  exact Complex.ext h0 (by simpa using h)

/-- Rayleigh-Ritz principle: for symmetric `H` and a nonzero finite-dimensional trial space, the
lowest Ritz value is attained and bounds the energy per squared norm from below on that trial space.
-/
theorem lowestRitz_spec {H : V →L[ℂ] V} (hH : (H : V →ₗ[ℂ] V).IsSymmetric)
    (W : Submodule ℂ V) [FiniteDimensional ℂ W] (hW : W ≠ ⊥) :
    IsLeast (ritzValues H W) (lowestRitz H W) ∧
      ∀ y ∈ W, lowestRitz H W * ‖y‖ ^ 2 ≤ (⟪y, H y⟫_ℂ).re := by
  have : ProperSpace W := FiniteDimensional.proper ℂ W
  obtain ⟨w, hw, hw0⟩ := Submodule.exists_mem_ne_zero_of_ne_bot hW
  have hw1 : (⟨w, hw⟩ : W) ≠ 0 := fun h => hw0 (congrArg Subtype.val h)
  have hf : Continuous fun z : W => (⟪(z : V), H (z : V)⟫_ℂ).re := by fun_prop
  -- minimise the energy on the unit sphere of W
  obtain ⟨x, hx, hmin⟩ := (isCompact_sphere (0 : W) 1).exists_isMinOn
    ⟨_, mem_sphere_zero_iff_norm.2 (norm_unit hw1)⟩ hf.continuousOn
  have hx1 : ‖(x : V)‖ = 1 := mem_sphere_zero_iff_norm.1 hx
  obtain ⟨m, hm⟩ : ∃ m, m = (⟪(x : V), H (x : V)⟫_ℂ).re := ⟨_, rfl⟩
  have hlow : ∀ y ∈ W, m * ‖y‖ ^ 2 ≤ (⟪y, H y⟫_ℂ).re := by
    intro y hy
    by_cases hy0 : y = 0
    · simp [hy0]
    have hy1 : (⟨y, hy⟩ : W) ≠ 0 := fun h => hy0 (congrArg Subtype.val h)
    have h : (⟪(x : V), H (x : V)⟫_ℂ).re ≤
        (⟪((‖y‖⁻¹ : ℝ) : ℂ) • y, H (((‖y‖⁻¹ : ℝ) : ℂ) • y)⟫_ℂ).re :=
      hmin (mem_sphere_zero_iff_norm.2 (norm_unit hy1))
    rw [energy_smul, ← hm] at h
    have hn : ‖y‖ ≠ 0 := norm_ne_zero_iff.2 hy0
    calc m * ‖y‖ ^ 2 ≤ (‖y‖⁻¹ ^ 2 * (⟪y, H y⟫_ℂ).re) * ‖y‖ ^ 2 :=
          mul_le_mul_of_nonneg_right h (sq_nonneg _)
      _ = (⟪y, H y⟫_ℂ).re := by field_simp
  have hleast : IsLeast (ritzValues H W) m := by
    refine ⟨⟨x, x.2, fun h => by simp [h] at hx1,
      stationary hH x.2 hlow (by rw [hx1, ← hm]; ring)⟩, ?_⟩
    rintro E ⟨z, hz, hz0, hg⟩
    have h := hlow z hz
    rw [ritz_energy (hg z hz)] at h
    exact le_of_mul_le_mul_right h (pow_pos (norm_pos_iff.2 hz0) 2)
  have e : lowestRitz H W = m := hleast.csInf_eq
  rw [e]
  exact ⟨hleast, hlow⟩
```

With the definition by real Ritz values, normality of H is not enough. On ℂ³ let H = 1 + K with Ke₁ = e₃, Ke₂ = 0, Ke₃ = −e₁, and let v(t) = (1, t, t²). For t ≠ 0 the Ritz values are 1 ± it/√(1 + t²). The set of real ones is empty, and Lean assigns it the infimum 0, whereas the limiting space gives 1. As complex numbers the Ritz values do converge to 1; what fails is the description by a lowest real one.

Boundedness, contained in the type `V →L[ℂ] V`, makes the energy continuous in the trial function. A matrix Hamiltonian in a fixed finite orthonormal basis satisfies it. A Schrödinger operator with kinetic energy is unbounded, and the step to it needs convergence of the energies as well, which convergence in norm does not supply.

## v(0) and v′(0) are independent over ℂ

Physically, the derivative must add a new direction and not merely rescale the function or change its phase. Write E(b) for the lowest Ritz value on span(a, b), and let a, w be independent.

- **Upper bound.** If e > E(w), take a Ritz vector ca + dw for E(w). Then ⟨x, Hx⟩ − e‖x‖² is negative at x = ca + dw, and by continuity also at x = ca + db for b near w. Hence E(b) < e.
- **Lower bound.** If e < E(w), the same expression at x = ca + dw is at least (E(w) − e)‖ca + dw‖². By independence this is positive for all (c, d) on the unit sphere. Compactness keeps it positive on the whole sphere for b near w. Scaling and a Ritz vector for E(b) then give E(b) > e.

These are the two branches of `lowestRitz_continuousAt`, in reverse order; `tube` is the compactness step.

```lean
/-- For symmetric `H`, the lowest Ritz value on the span of `a` and `b` is continuous in `b`
at every `w` linearly independent of `a`. -/
theorem lowestRitz_continuousAt {H : V →L[ℂ] V} (hH : (H : V →ₗ[ℂ] V).IsSymmetric)
    {a w : V} (hi : LinearIndependent ℂ ![a, w]) :
    ContinuousAt (fun b => lowestRitz H (Submodule.span ℂ {a, b})) w := by
  have ha : a ≠ 0 := hi.ne_zero 0
  have spec := fun b : V =>
    haveI : FiniteDimensional ℂ (Submodule.span ℂ {a, b}) :=
      FiniteDimensional.span_of_finite ℂ (Set.toFinite _)
    lowestRitz_spec hH (Submodule.span ℂ {a, b}) (fun h => ha ((Submodule.mem_bot ℂ).1
      (h ▸ Submodule.subset_span (Set.mem_insert a {b}))))
  rw [ContinuousAt, tendsto_order]
  constructor
  · intro e he
    -- for b near w, the energy per squared norm exceeds e on the whole sphere of coefficients
    have tube : ∀ᶠ b in 𝓝 w, ∀ c ∈ Metric.sphere (0 : ℂ × ℂ) 1,
        0 < (⟪c.1 • a + c.2 • b, H (c.1 • a + c.2 • b)⟫_ℂ).re
          - e * ‖c.1 • a + c.2 • b‖ ^ 2 := by
      refine (isCompact_sphere (0 : ℂ × ℂ) 1).eventually_forall_of_forall_eventually ?_
      intro c hc
      have hcont : Continuous fun z : V × (ℂ × ℂ) =>
          (⟪z.2.1 • a + z.2.2 • z.1, H (z.2.1 • a + z.2.2 • z.1)⟫_ℂ).re
            - e * ‖z.2.1 • a + z.2.2 • z.1‖ ^ 2 := by fun_prop
      have hne : c.1 • a + c.2 • w ≠ 0 := by
        intro h
        obtain ⟨h1, h2⟩ := LinearIndependent.pair_iff.1 hi _ _ h
        have h3 : c = 0 := Prod.ext h1 h2
        simp [h3] at hc
      have h1 := (spec w).2 _ (Submodule.mem_span_pair.2 ⟨c.1, c.2, rfl⟩)
      have h2 := mul_pos (sub_pos.2 he) (pow_pos (norm_pos_iff.2 hne) 2)
      exact (hcont.tendsto (w, c)).eventually (lt_mem_nhds (by dsimp only at h2 ⊢; linarith))
    filter_upwards [tube] with b hb
    obtain ⟨x, hx, hx0, hg⟩ := (spec b).1.1
    have hE := ritz_energy (hg x hx)
    obtain ⟨c, d, rfl⟩ := Submodule.mem_span_pair.1 hx
    have hcd : (c, d) ≠ (0 : ℂ × ℂ) := by
      intro h
      obtain ⟨rfl, rfl⟩ := Prod.mk.inj h
      simp at hx0
    have h := hb _ (mem_sphere_zero_iff_norm.2 (norm_unit hcd))
    generalize ‖(c, d)‖⁻¹ = r at h
    have e1 : ((r : ℂ) • (c, d)).1 • a + ((r : ℂ) • (c, d)).2 • b =
        (r : ℂ) • (c • a + d • b) := by
      simp only [Prod.smul_fst, Prod.smul_snd, smul_eq_mul]
      module
    rw [e1, energy_smul, norm_smul, Complex.norm_real, hE, mul_pow, Real.norm_eq_abs,
      sq_abs] at h
    by_contra hle
    have h4 := mul_nonneg (sub_nonneg.2 (not_lt.1 hle))
      (mul_nonneg (sq_nonneg r) (sq_nonneg ‖c • a + d • b‖))
    linarith
  · intro e he
    -- follow the optimal combination of the limiting problem
    obtain ⟨x, hx, hx0, hg⟩ := (spec w).1.1
    have hE := ritz_energy (hg x hx)
    obtain ⟨c, d, rfl⟩ := Submodule.mem_span_pair.1 hx
    have hcont : Continuous fun b : V =>
        (⟪c • a + d • b, H (c • a + d • b)⟫_ℂ).re - e * ‖c • a + d • b‖ ^ 2 := by fun_prop
    have h2 := mul_pos (sub_pos.2 he) (pow_pos (norm_pos_iff.2 hx0) 2)
    have hneg : (⟪c • a + d • w, H (c • a + d • w)⟫_ℂ).re
        - e * ‖c • a + d • w‖ ^ 2 < 0 := by
      rw [hE]
      linarith
    filter_upwards [(hcont.tendsto w).eventually (gt_mem_nhds hneg)] with b hb
    have h3 := (spec b).2 _ (Submodule.mem_span_pair.2 ⟨c, d, rfl⟩)
    by_contra hle
    have h4 := mul_le_mul_of_nonneg_right (not_lt.1 hle) (sq_nonneg ‖c • a + d • b‖)
    linarith
```

Independence over ℝ is not enough. With v(t) = (e^{it}, t²) and the exchange H of the opening, v′(0) = (i, 0). The lowest Ritz value is −1 for small t ≠ 0, but 0 on span(v(0), v′(0)).

## t is nonzero

At t = 0 the trial space collapses to one function, as in the opening. For t ≠ 0, set q = (b − a)/t. Then

ca + db = (c + d)a + (dt)q,
ca + dq = (c − d/t)a + (d/t)b,

so the spans agree. `span_secant` is this pair of identities.

```lean
/-- Replacing the second basis function by a difference quotient leaves the span unchanged,
for a nonzero step `t`. -/
theorem span_secant (a b : V) {t : ℂ} (ht : t ≠ 0) :
    Submodule.span ℂ {a, b} = Submodule.span ℂ {a, t⁻¹ • (b - a)} := by
  ext z
  simp only [Submodule.mem_span_pair]
  constructor
  · rintro ⟨c, d, rfl⟩
    refine ⟨c + d, d * t, ?_⟩
    rw [smul_smul, mul_assoc, mul_inv_cancel₀ ht, mul_one]
    module
  · rintro ⟨c, d, rfl⟩
    exact ⟨c - d * t⁻¹, d * t⁻¹, by module⟩
```

## v is differentiable at 0

The basis function must respond linearly to its parameter at leading order. Then q(t) = (v(t) − v(0))/t → v′(0), and continuity of E at v′(0) gives

E(v(t)) = E(q(t)) → E(v′(0)), with a = v(0).

The overlap eigenvalue needs only continuity of v, since it lies between 0 and ‖v(0) − v(t)‖²/2.

In the theorem, `HasDerivAt v v' 0` names the derivative `v'`, and `𝓝[≠] 0` means that t approaches 0 through nonzero values. The first part is a squeeze; the second composes continuity with the limit of the quotient.

```lean
/-- Let `H` be symmetric and `v` differentiable at 0 with `v 0` and its derivative `v'` linearly
independent. As nonzero `t` tends to 0, the lowest overlap eigenvalue of `v 0`, `v t` tends to 0
and the lowest Ritz value on their span tends to that on the span of `v 0` and `v'`. -/
theorem near_dependence_limit {H : V →L[ℂ] V} (hH : (H : V →ₗ[ℂ] V).IsSymmetric)
    {v : ℝ → V} {v' : V} (hv : HasDerivAt v v' 0) (hi : LinearIndependent ℂ ![v 0, v']) :
    Tendsto (fun t => lowestGram (v 0) (v t)) (𝓝[≠] 0) (𝓝 0) ∧
    Tendsto (fun t => lowestRitz H (Submodule.span ℂ {v 0, v t})) (𝓝[≠] 0)
      (𝓝 (lowestRitz H (Submodule.span ℂ {v 0, v'}))) := by
  constructor
  · have hc : Tendsto v (𝓝[≠] 0) (𝓝 (v 0)) := hv.continuousAt.tendsto.mono_left nhdsWithin_le_nhds
    have h : Tendsto (fun t => ‖v 0 - v t‖ ^ 2 / 2) (𝓝[≠] 0) (𝓝 0) := by
      simpa using (((tendsto_const_nhds (x := v 0)).sub hc).norm.pow 2).div_const 2
    exact squeeze_zero (fun t => (lowestGram_bounds _ _).1) (fun t => (lowestGram_bounds _ _).2) h
  · have hq : Tendsto (fun t : ℝ => (t : ℂ)⁻¹ • (v t - v 0)) (𝓝[≠] 0) (𝓝 v') := by
      refine hv.tendsto_slope_zero.congr (fun t => ?_)
      rw [zero_add, ← Complex.ofReal_inv, Complex.coe_smul]
    refine ((lowestRitz_continuousAt hH hi).tendsto.comp hq).congr' ?_
    filter_upwards [self_mem_nhdsWithin] with t ht
    exact congrArg (lowestRitz H) (span_secant (v 0) (v t) (Complex.ofReal_ne_zero.2 ht)).symm

end

end NearLinearDependence
```

```lean
#print axioms NearLinearDependence.lowestRitz_continuousAt
#print axioms NearLinearDependence.near_dependence_limit
```

```
'NearLinearDependence.lowestRitz_continuousAt' depends on axioms: [propext, Classical.choice, Quot.sound]
'NearLinearDependence.near_dependence_limit' depends on axioms: [propext, Classical.choice, Quot.sound]
```

Continuity with ‖v(t) − v(0)‖ = |t| is not enough for the Ritz value. Let H = diag(0, −1, −2) and v(t) = (1, t cos(1/t), t sin(1/t)), with v(0) = (1, 0, 0). The lowest Ritz value is −1 − sin²(1/t), which has no limit.

## Values at t = 0.1

Let v(t) = (1, t, t²), and let H exchange the first two components of ℂ³ and annihilate the third. The trial space is spanned by the orthonormal vectors (1, 0, 0) and (0, 1, t)/√(1 + t²). In this basis H has zero diagonal and off-diagonal element 1/√(1 + t²), so the lowest Ritz value is

−1/√(1 + t²) = −1/√1.01 ≈ −0.9950,

close to the limit −1. The squared norms are 1 and 1.0101 and the overlap is 1, so

μ₋ = (2.0101 − √(0.0101² + 4))/2 ≈ 0.00504,

below the bound 0.00505. With both functions normalised, the lowest overlap eigenvalue is 1 − 1/√1.0101 ≈ 0.00501.
